# Euler's identity for a homogeneous polynomial in the separation between two centres

For two centres with separation vector x in d-dimensional real space, `euler_ray` concerns a real polynomial Y in the components of x, homogeneous of degree l. It states that the inner product of x with the gradient of Y at the stretched separation t x is l t^(l-1) Y(x), for every real t. Y need not be harmonic, and x need not be a unit vector. The attempt differentiates s ↦ Y(s x) at s = t twice, once by the chain rule and once after writing the function as s^l Y(x), and equates the results because a derivative is unique.

An attempt in Lean 4 with a fault in it:

```lean
import Mathlib

open scoped InnerProductSpace Gradient

namespace EulerRay

noncomputable section

/-- The space of separation vectors between two centres, in `d` dimensions. -/
abbrev Space (d : ℕ) := EuclideanSpace ℝ (Fin d)

/-- The value of the polynomial `Y` at the Cartesian components of the separation `x`. -/
def solidPoly {d : ℕ} (Y : MvPolynomial (Fin d) ℝ) (x : Space d) : ℝ :=
  MvPolynomial.eval x.ofLp Y

variable {d l : ℕ} {Y : MvPolynomial (Fin d) ℝ}

/-- Stretching the separation by `t` multiplies a homogeneous polynomial of degree `l`
by `t ^ l`. -/
theorem solidPoly_smul (hY : Y.IsHomogeneous l) (t : ℝ) (x : Space d) :
    solidPoly Y (t • x) = t ^ l * solidPoly Y x := by
  unfold solidPoly
  rw [MvPolynomial.eval_eq', MvPolynomial.eval_eq', Finset.mul_sum]
  refine Finset.sum_congr rfl fun m hm => ?_
  -- every monomial that occurs has total degree `l`
  have hdeg : ∑ i, m i = l := by
    have h := hY (MvPolynomial.mem_support_iff.mp hm)
    rw [Finsupp.weight_apply, Finsupp.sum_fintype _ _ (by simp)] at h
    simpa using h
  have hprod : ∏ i, (t • x).ofLp i ^ m i = t ^ l * ∏ i, x.ofLp i ^ m i := by
    simp only [WithLp.ofLp_smul, Pi.smul_apply, smul_eq_mul, mul_pow,
      Finset.prod_mul_distrib, Finset.prod_pow_eq_pow_sum, hdeg]
  rw [hprod]
  ring

/-- A polynomial in the components of the separation is continuously differentiable. -/
theorem solidPoly_contDiff (Y : MvPolynomial (Fin d) ℝ) : ContDiff ℝ 1 (solidPoly Y) := by
  induction Y using MvPolynomial.induction_on with
  | C a =>
    have h : solidPoly (MvPolynomial.C a) = fun _ : Space d => a := by
      funext x
      simp [solidPoly]
    rw [h]
    exact contDiff_const
  | add p q hp hq =>
    have h : solidPoly (p + q) = fun x => solidPoly p x + solidPoly q x := by
      funext x
      simp [solidPoly]
    rw [h]
    exact hp.add hq
  | mul_X p i hp =>
    have h : solidPoly (p * MvPolynomial.X i) = fun x => solidPoly p x * x i := by
      funext x
      simp [solidPoly]
    rw [h]
    exact hp.mul (EuclideanSpace.proj i : Space d →L[ℝ] ℝ).contDiff

/-- The inner product of `v` with the gradient of `f` at `x` is `fderiv ℝ f x` applied to `v`. Both
sides are zero by convention where `f` is not differentiable. -/
theorem inner_gradient (f : Space d → ℝ) (x v : Space d) :
    ⟪v, ∇ f x⟫_ℝ = fderiv ℝ f x v := by
  rw [real_inner_comm, gradient, InnerProductSpace.toDual_symm_apply]

/-- Euler's identity along a ray: for a homogeneous polynomial `Y` of degree `l`, the gradient
at `t x` paired with `x` is `l t^(l-1) Y(x)`. -/
theorem euler_ray (hY : Y.IsHomogeneous l) (x : Space d) (t : ℝ) :
    ⟪x, ∇ (solidPoly Y) (t • x)⟫_ℝ = l * t ^ (l - 1) * solidPoly Y x := by
  rw [inner_gradient]
  have hs : HasDerivAt (fun s : ℝ => s • x) x t := by
    simpa using (hasDerivAt_id t).smul_const x
  -- differentiate `Y(s x)` by the chain rule, and as `s ^ l * Y(x)`
  have h1 : HasDerivAt (fun s : ℝ => solidPoly Y (s • x))
      (fderiv ℝ (solidPoly Y) (t • x) x) t :=
    ((solidPoly_contDiff Y).differentiable (by norm_num) (t • x)).hasFDerivAt.comp_hasDerivAt
      t hs
  have h2 : HasDerivAt (fun s : ℝ => solidPoly Y (s • x))
      (l * t ^ (l - 1) * solidPoly Y x) t := by
    simp only [solidPoly_smul hY]
    exact (hasDerivAt_pow l t).mul_const _
  exact h1.unique h2

end

end EulerRay
```

The compiler's answer:

```
Main.lean:74:4: error: Type mismatch
  HasFDerivAt.comp_hasDerivAt t ?m.151 hs
has type
  HasDerivAt (?m.149 ∘ fun s => s • x) (?m.150 x) t
but is expected to have type
  HasDerivAt (fun s => solidPoly Y (s • x)) ((fderiv ℝ (solidPoly Y) (t • x)) x) t
```

Diagnosis. The error is in `h1`, the chain-rule step. `HasFDerivAt.comp_hasDerivAt` gives the derivative of a composition written with `∘`, while `h1` asks for that of `fun s => solidPoly Y (s • x)`. The message shows that when Lean compared the two types, the outer function and its derivative were still the unknowns `?m.149` and `?m.150`, and the proof about the outer function was the unknown `?m.151`. Lean did not match the composition containing these unknowns to the expected type.

The repair settles the unknowns first. `hF` states outright that `solidPoly Y` has derivative `fderiv ℝ (solidPoly Y) (t • x)` at `t • x`. `hcomp` then applies the chain rule with no expected type to match, so its function is `solidPoly Y ∘ fun s => s • x`. This equals the function in `h1` by definition, as unfolding `∘` shows, so Lean accepts `hcomp` as the proof of `h1`. The mathematical argument is unchanged.

After these edits no error is left:

```diff
@@ -70,8 +70,9 @@
     simpa using (hasDerivAt_id t).smul_const x
   -- differentiate `Y(s x)` by the chain rule, and as `s ^ l * Y(x)`
+  have hF : HasFDerivAt (solidPoly Y) (fderiv ℝ (solidPoly Y) (t • x)) (t • x) :=
+    ((solidPoly_contDiff Y).differentiable (by norm_num) (t • x)).hasFDerivAt
+  have hcomp := hF.comp_hasDerivAt t hs
   have h1 : HasDerivAt (fun s : ℝ => solidPoly Y (s • x))
-      (fderiv ℝ (solidPoly Y) (t • x) x) t :=
-    ((solidPoly_contDiff Y).differentiable (by norm_num) (t • x)).hasFDerivAt.comp_hasDerivAt
-      t hs
+      (fderiv ℝ (solidPoly Y) (t • x) x) t := hcomp
   have h2 : HasDerivAt (fun s : ℝ => solidPoly Y (s • x))
       (l * t ^ (l - 1) * solidPoly Y x) t := by
```
